# Smooth two-site densities with |n'| < 2T√(n(1−n)) come from real on-site potentials

Set ħ = 1, and let n(t) be a twice differentiable function obeying

|n'(t)| < 2T √(n(t)(1 − n(t))) at all times t.

Then there are real, time-dependent on-site potentials and an initial state for which a particle hopping between two sites with amplitude T has n(t) as its density on the first site. For T > 0 the bound is also necessary if the real part of the coherence between the sites is to stay positive. With that sign, the density history fixes the potential difference.

For one particle on two sites, this is the representability question of time-dependent density-functional theory with the initial state left free: which density histories can be prescribed when a potential is sought by inversion?

```lean
import Mathlib

open Matrix ComplexConjugate

namespace TwoSiteDensity

noncomputable section
```

## One particle on two sites

Sites are numbered 0 and 1, as in the code; the "first site" is site 0. The Hamiltonian has the potentials v₀, v₁ on the diagonal and −T off it, where T is the tunnelling amplitude, real and constant in time.

```lean
/-- The two-site Hamiltonian with hopping `-T` and real on-site potentials `v 0`, `v 1`. -/
def hamiltonian (T : ℝ) (v : Fin 2 → ℝ) : Matrix (Fin 2) (Fin 2) ℂ :=
  !![(v 0 : ℂ), -(T : ℂ); -(T : ℂ), (v 1 : ℂ)]
```

With ħ = 1 the equation of motion is ψ' = −iHψ, or

ψ₀' = −i(v₀ψ₀ − Tψ₁),
ψ₁' = −i(v₁ψ₁ − Tψ₀).

`HasDerivAt` says that ψ is differentiable at t with this derivative. Applying the model to a real double well assumes that two orbitals suffice and that the drive leaves T unchanged.

```lean
/-- The time-dependent Schrödinger equation `ψ' = -i H ψ` (with `ħ = 1`) at all times. -/
def Solves (T : ℝ) (v : ℝ → Fin 2 → ℝ) (ψ : ℝ → Fin 2 → ℂ) : Prop :=
  ∀ t, HasDerivAt ψ ((-Complex.I) • (hamiltonian T (v t) *ᵥ ψ t)) t
```

The density on site i is |ψᵢ|².

```lean
/-- The density `|ψ i|²` on site `i` at time `t`. -/
def density (ψ : ℝ → Fin 2 → ℂ) (i : Fin 2) (t : ℝ) : ℝ := Complex.normSq (ψ t i)
```

Normalization is required at every time.

```lean
/-- The site densities add up to one at all times. -/
def Normalized (ψ : ℝ → Fin 2 → ℂ) : Prop := ∀ t, density ψ 0 t + density ψ 1 t = 1
```

The coherence is ρ = ψ₀*ψ₁. Its real part is called the bond order, counted for one particle without a spin factor.

```lean
/-- The coherence `ψ₀* ψ₁` between sites 0 and 1; its real part is called the bond order. -/
def coherence (ψ : ℝ → Fin 2 → ℂ) (t : ℝ) : ℂ := conj (ψ t 0) * ψ t 1
```

## Real equations of motion

A complex function has a given derivative exactly when its real and imaginary parts have the corresponding derivatives. One direction applies the linear maps Re and Im; the other reassembles the function.

```lean
/-- A complex amplitude evolves with a given rate exactly when its real and imaginary parts
evolve with the real and imaginary parts of that rate. -/
theorem hasDerivAt_iff_re_im {f : ℝ → ℂ} {f' : ℂ} {t : ℝ} :
    HasDerivAt f f' t ↔
      HasDerivAt (fun s => (f s).re) f'.re t ∧ HasDerivAt (fun s => (f s).im) f'.im t := by
  constructor
  · intro h
    exact ⟨Complex.reCLM.hasFDerivAt.comp_hasDerivAt t h,
      Complex.imCLM.hasFDerivAt.comp_hasDerivAt t h⟩
  · rintro ⟨h1, h2⟩
    have h := h1.ofReal_comp.fun_add (h2.ofReal_comp.mul_const Complex.I)
    simpa only [Complex.re_add_im] using h
```

Write ψᵢ = xᵢ + iyᵢ. The Schrödinger equation becomes

x₀' = v₀y₀ − Ty₁, y₀' = −v₀x₀ + Tx₁,
x₁' = v₁y₁ − Ty₀, y₁' = −v₁x₁ + Tx₀.

The proof expands the matrix product for each site, then splits each component.

```lean
/-- The two-site Schrödinger equation written as four real equations of motion. -/
theorem solves_iff {T : ℝ} {v : ℝ → Fin 2 → ℝ} {ψ : ℝ → Fin 2 → ℂ} :
    Solves T v ψ ↔ ∀ t,
      (HasDerivAt (fun s => (ψ s 0).re) (v t 0 * (ψ t 0).im - T * (ψ t 1).im) t ∧
       HasDerivAt (fun s => (ψ s 0).im) (-(v t 0 * (ψ t 0).re) + T * (ψ t 1).re) t) ∧
      (HasDerivAt (fun s => (ψ s 1).re) (v t 1 * (ψ t 1).im - T * (ψ t 0).im) t ∧
       HasDerivAt (fun s => (ψ s 1).im) (-(v t 1 * (ψ t 1).re) + T * (ψ t 0).re) t) := by
  refine forall_congr' fun t => ?_
  have e0 : ((-Complex.I) • (hamiltonian T (v t) *ᵥ ψ t)) 0 =
      ⟨v t 0 * (ψ t 0).im - T * (ψ t 1).im, -(v t 0 * (ψ t 0).re) + T * (ψ t 1).re⟩ := by
    apply Complex.ext <;>
      simp [hamiltonian, dotProduct, Fin.sum_univ_two] <;> ring
  have e1 : ((-Complex.I) • (hamiltonian T (v t) *ᵥ ψ t)) 1 =
      ⟨v t 1 * (ψ t 1).im - T * (ψ t 0).im, -(v t 1 * (ψ t 1).re) + T * (ψ t 0).re⟩ := by
    apply Complex.ext <;> simp [hamiltonian, dotProduct, Fin.sum_univ_two]
    ring
  rw [hasDerivAt_pi, Fin.forall_fin_two, e0, e1, hasDerivAt_iff_re_im, hasDerivAt_iff_re_im]
```

## Coherence, current and the speed limit

Multiplying out ψ₀*ψ₁ gives

Re ρ = x₀x₁ + y₀y₁, Im ρ = x₀y₁ − y₀x₁.

```lean
/-- The real and imaginary parts of the coherence in terms of the site amplitudes. -/
theorem coherence_parts (ψ : ℝ → Fin 2 → ℂ) (t : ℝ) :
    (coherence ψ t).re = (ψ t 0).re * (ψ t 1).re + (ψ t 0).im * (ψ t 1).im ∧
    (coherence ψ t).im = (ψ t 0).re * (ψ t 1).im - (ψ t 0).im * (ψ t 1).re := by
  constructor
  · simp only [coherence, Complex.mul_re, Complex.conj_re, Complex.conj_im]
    ring
  · simp only [coherence, Complex.mul_im, Complex.conj_re, Complex.conj_im]
    ring
```

Since |ρ|² = |ψ₀|²|ψ₁|², normalization gives, with n = |ψ₀|²,

(Re ρ)² + (Im ρ)² = n(1 − n).

```lean
/-- In a normalized state the squared modulus of the coherence is `n (1 - n)`, with `n` the
density on the first site. -/
theorem coherence_sq {ψ : ℝ → Fin 2 → ℂ} (hN : Normalized ψ) (t : ℝ) :
    (coherence ψ t).re ^ 2 + (coherence ψ t).im ^ 2 =
      density ψ 0 t * (1 - density ψ 0 t) := by
  have h1 : 1 - density ψ 0 t = density ψ 1 t := by linarith [hN t]
  rw [h1, (coherence_parts ψ t).1, (coherence_parts ψ t).2]
  simp only [density, Complex.normSq_apply]
  ring
```

Differentiating n = x₀² + y₀², the potential cancels:

n' = 2x₀(v₀y₀ − Ty₁) + 2y₀(−v₀x₀ + Tx₁) = −2T Im ρ.

In Lean the product rule supplies the derivative and `ring` does the cancellation.

```lean
/-- Continuity equation: for every solution of the Schrödinger equation, the density on site 0
changes at the rate `-2T Im (ψ₀* ψ₁)`. -/
theorem continuity {T : ℝ} {v : ℝ → Fin 2 → ℝ} {ψ : ℝ → Fin 2 → ℂ} (h : Solves T v ψ)
    (t : ℝ) : HasDerivAt (density ψ 0) (-(2 * T * (coherence ψ t).im)) t := by
  obtain ⟨⟨h1, h2⟩, -⟩ := solves_iff.1 h t
  have e : density ψ 0 = fun s => (ψ s 0).re * (ψ s 0).re + (ψ s 0).im * (ψ s 0).im :=
    funext fun s => Complex.normSq_apply _
  rw [e]
  refine ((h1.fun_mul h1).fun_add (h2.fun_mul h2)).congr_deriv ?_
  rw [(coherence_parts ψ t).2]
  ring
```

The potential enters one derivative later. From the two Schrödinger equations,

ρ' = i(v₀ − v₁)ρ + iT(|ψ₀|² − |ψ₁|²),

so that

(Im ρ)' = (v₀ − v₁) Re ρ + T(|ψ₀|² − |ψ₁|²).

```lean
/-- Equation of motion of the imaginary part of the coherence, for every solution of the Schrödinger
equation: it is driven by the potential difference times the bond order and by the hopping times the
density difference. -/
theorem current_balance {T : ℝ} {v : ℝ → Fin 2 → ℝ} {ψ : ℝ → Fin 2 → ℂ}
    (h : Solves T v ψ) (t : ℝ) :
    HasDerivAt (fun s => (coherence ψ s).im)
      ((v t 0 - v t 1) * (coherence ψ t).re + T * (density ψ 0 t - density ψ 1 t)) t := by
  obtain ⟨⟨h1, h2⟩, h3, h4⟩ := solves_iff.1 h t
  rw [funext fun s => (coherence_parts ψ s).2]
  refine ((h1.fun_mul h4).fun_sub (h2.fun_mul h3)).congr_deriv ?_
  rw [(coherence_parts ψ t).1]
  simp only [density, Complex.normSq_apply]
  ring
```

Because (Im ρ)² ≤ n(1 − n), continuity bounds the rate of change for T ≥ 0, whatever the potentials:

|n'| = 2T |Im ρ| ≤ 2T √(n(1 − n)).

```lean
/-- Speed limit: for `T ≥ 0` the first-site density `n` of every normalized solution obeys
`|n'| ≤ 2T √(n (1 - n))`. -/
theorem speed_limit {T : ℝ} (hT : 0 ≤ T) {v : ℝ → Fin 2 → ℝ} {ψ : ℝ → Fin 2 → ℂ}
    (h : Solves T v ψ) (hN : Normalized ψ) (t : ℝ) :
    |deriv (density ψ 0) t| ≤ 2 * T * √(density ψ 0 t * (1 - density ψ 0 t)) := by
  rw [(continuity h t).deriv, abs_neg, abs_mul, abs_of_nonneg (by positivity : 0 ≤ 2 * T)]
  refine mul_le_mul_of_nonneg_left (Real.abs_le_sqrt ?_) (by positivity)
  linarith [coherence_sq hN t, sq_nonneg (coherence ψ t).re]
```

## Building the state and the potentials

Now n is given. The strict bound forces T > 0, since its right side must be positive. It also forces 0 < n < 1, because Lean's real square root of a negative number is 0. Define

j = n'/(2T), k = √(n(1 − n) − j²), a = √n.

Here j is −Im ρ, positive when density flows onto site 0, and k will be the bond order. The bound makes the radicand of k positive, so k is differentiable and can be divided by. Take

ψ₀ = a, ψ₁ = (k − ij)/a.

Then |ψ₀|² = n and |ψ₁|² = (k² + j²)/n = 1 − n, while ρ = k − ij has positive real part. The derivatives needed are

a' = n'/(2a) = Tj/a,
k' = −j(j' + T(2n − 1))/k.

The four real equations are then met as follows.

- The equation for x₀ reads a' = Tj/a, which holds.
- The equation for y₀ reads 0 = −v₀a + Tk/a, so v₀ = Tk/n.
- The equation for y₁ reads −(j/a)' = −v₁k/a + Ta. Multiplying by a gives v₁k = Tn + j' − Tj²/n. Inserting j² = n(1 − n) − k² yields v₁ = v₀ + (j' + T(2n − 1))/k.
- The equation for x₁ reads (k/a)' = −v₁j/a. Both sides equal −j(j' + T(2n − 1))/(ka) − Tkj/(na).

With this choice of ψ₀, one cannot set v₀ = 0 as well on the grounds that only the potential difference matters. A common shift of the potentials changes the phase of ψ, and that freedom has already been spent on making ψ₀ real; the y₀ equation then demands v₀ = Tk/n > 0.

In the theorem, `Differentiable ℝ (deriv n)` expresses the second derivative's existence. Its continuity is not assumed, so the potentials need not be continuous. The initial state is part of what is constructed, not prescribed in advance. The `obtain` steps introduce j, k and a with their derivatives, and `linear_combination` inserts the identity for k² in the y₁ equation.

```lean
/-- Every twice differentiable `n` with `|n'| < 2T √(n (1 - n))` at all times is the first-site
density of a normalized two-site solution in some real potentials, with positive bond order. -/
theorem density_representable {T : ℝ} {n : ℝ → ℝ} (hn : Differentiable ℝ n)
    (hn' : Differentiable ℝ (deriv n))
    (hb : ∀ t, |deriv n t| < 2 * T * √(n t * (1 - n t))) :
    ∃ (v : ℝ → Fin 2 → ℝ) (ψ : ℝ → Fin 2 → ℂ), Solves T v ψ ∧ Normalized ψ ∧
      density ψ 0 = n ∧ ∀ t, 0 < (coherence ψ t).re := by
  -- the strict bound forces `T > 0` and `0 < n < 1`
  have hT : 0 < T := by
    by_contra hc
    linarith [hb 0, abs_nonneg (deriv n 0), mul_nonneg (neg_nonneg.2 (not_lt.1 hc))
      (Real.sqrt_nonneg (n 0 * (1 - n 0)))]
  have hq : ∀ t, 0 < n t * (1 - n t) := by
    intro t
    by_contra hc
    have h := hb t
    rw [Real.sqrt_eq_zero_of_nonpos (not_lt.1 hc), mul_zero] at h
    exact absurd h (not_lt_of_ge (abs_nonneg _))
  have hn0 : ∀ t, 0 < n t := fun t => by nlinarith [hq t, sq_nonneg (n t)]
  -- the reduced current `j = n' / (2T)`
  obtain ⟨j, dj, hj, hjd⟩ : ∃ j dj : ℝ → ℝ, (∀ t, deriv n t = 2 * T * j t) ∧
      ∀ t, HasDerivAt j (dj t) t :=
    ⟨fun t => deriv n t / (2 * T), fun t => deriv (deriv n) t / (2 * T),
      fun t => by field_simp, fun t => (hn' t).hasDerivAt.div_const _⟩
  have hnd : ∀ t, HasDerivAt n (2 * T * j t) t := fun t => hj t ▸ (hn t).hasDerivAt
  have hjq : ∀ t, 0 < n t * (1 - n t) - j t * j t := by
    intro t
    have h := hb t
    rw [hj, abs_mul, abs_of_pos (by positivity : 0 < 2 * T)] at h
    have h2 := lt_of_mul_lt_mul_left h (by positivity)
    rw [Real.lt_sqrt (abs_nonneg _), sq_abs] at h2
    linarith [sq (j t)]
  -- the bond order `k` and the first amplitude `a = √n`
  obtain ⟨k, hk0, hk2, hkd⟩ : ∃ k : ℝ → ℝ, (∀ t, 0 < k t) ∧
      (∀ t, k t ^ 2 = n t * (1 - n t) - j t * j t) ∧
      ∀ t, HasDerivAt k (-(j t * (dj t + T * (2 * n t - 1))) / k t) t := by
    refine ⟨fun t => √(n t * (1 - n t) - j t * j t), fun t => Real.sqrt_pos.2 (hjq t),
      fun t => Real.sq_sqrt (hjq t).le, fun t => ?_⟩
    have e : ∀ s : ℝ, s ≠ 0 → (2 * T * j t * (1 - n t) + n t * (-(2 * T * j t)) -
        (dj t * j t + j t * dj t)) / (2 * s) =
        -(j t * (dj t + T * (2 * n t - 1))) / s := by
      intro s hs
      rw [div_eq_div_iff (mul_ne_zero two_ne_zero hs) hs]
      ring
    exact ((((hnd t).fun_mul ((hnd t).const_sub 1)).fun_sub
      ((hjd t).fun_mul (hjd t))).sqrt (hjq t).ne').congr_deriv
      (e _ (Real.sqrt_pos.2 (hjq t)).ne')
  obtain ⟨a, ha0, ha2, had⟩ : ∃ a : ℝ → ℝ, (∀ t, 0 < a t) ∧ (∀ t, a t * a t = n t) ∧
      ∀ t, HasDerivAt a (T * j t / a t) t := by
    refine ⟨fun t => √(n t), fun t => Real.sqrt_pos.2 (hn0 t),
      fun t => Real.mul_self_sqrt (hn0 t).le, fun t => ?_⟩
    have hs := (Real.sqrt_pos.2 (hn0 t)).ne'
    refine ((hnd t).sqrt (hn0 t).ne').congr_deriv ?_
    rw [div_eq_div_iff (mul_ne_zero two_ne_zero hs) hs]
    ring
  refine ⟨fun t => ![T * k t / n t, T * k t / n t + (dj t + T * (2 * n t - 1)) / k t],
    fun t => ![(a t : ℂ), ⟨k t / a t, -(j t / a t)⟩],
    solves_iff.2 fun t => ?_, fun t => ?_, funext fun t => ?_, fun t => ?_⟩
  · have ha := (ha0 t).ne'
    have hk := (hk0 t).ne'
    refine ⟨⟨(had t).congr_deriv ?_, (hasDerivAt_const t (0 : ℝ)).congr_deriv ?_⟩,
      ((hkd t).fun_div (had t) ha).congr_deriv ?_,
      ((hjd t).fun_div (had t) ha).fun_neg.congr_deriv ?_⟩
    · show T * j t / a t = T * k t / n t * 0 - T * (-(j t / a t))
      ring
    · show 0 = -(T * k t / n t * a t) + T * (k t / a t)
      have e : T * k t / n t * a t = T * (k t / a t) := by
        rw [← ha2 t]
        field_simp
      linarith
    · show (-(j t * (dj t + T * (2 * n t - 1))) / k t * a t - k t * (T * j t / a t)) /
        a t ^ 2 = (T * k t / n t + (dj t + T * (2 * n t - 1)) / k t) * (-(j t / a t)) - T * 0
      rw [← ha2 t]
      field_simp
      ring
    · show -((dj t * a t - j t * (T * j t / a t)) / a t ^ 2) =
        -((T * k t / n t + (dj t + T * (2 * n t - 1)) / k t) * (k t / a t)) + T * a t
      have h := hk2 t
      rw [← ha2 t] at h ⊢
      linear_combination (norm := skip) (T / a t ^ 3) * h
      field_simp
      ring
  · show Complex.normSq (a t : ℂ) + Complex.normSq ⟨k t / a t, -(j t / a t)⟩ = 1
    have e : k t / a t * (k t / a t) + -(j t / a t) * -(j t / a t) =
        (k t ^ 2 + j t * j t) / (a t * a t) := by ring
    rw [Complex.normSq_ofReal, Complex.normSq_mk, e, ha2, hk2, sub_add_cancel,
      mul_div_cancel_left₀ _ (hn0 t).ne']
    ring
  · show Complex.normSq (a t : ℂ) = n t
    rw [Complex.normSq_ofReal, ha2]
  · rw [(coherence_parts _ t).1]
    show 0 < a t * (k t / a t) + 0 * (-(j t / a t))
    rw [zero_mul, add_zero]
    exact mul_pos (ha0 t) (div_pos (hk0 t) (ha0 t))
```

## The strict bound as an exact criterion

Conversely, if Re ρ > 0, then (Im ρ)² < n(1 − n), and continuity gives the strict bound. For T > 0 and twice differentiable n, the bound therefore characterizes the densities of normalized solutions whose bond order is positive at all times. Other solutions exist: with equal potentials, a particle that starts on site 0 has n = cos²(Tt), which meets the speed limit with equality at all times, and its bond order is zero.

```lean
/-- For `T > 0`, a twice differentiable `n` is the first-site density of a normalized solution
with positive bond order at all times exactly when `|n'| < 2T √(n (1 - n))` at all times. -/
theorem representable_iff {T : ℝ} (hT : 0 < T) {n : ℝ → ℝ} (hn : Differentiable ℝ n)
    (hn' : Differentiable ℝ (deriv n)) :
    (∃ (v : ℝ → Fin 2 → ℝ) (ψ : ℝ → Fin 2 → ℂ), Solves T v ψ ∧ Normalized ψ ∧
      density ψ 0 = n ∧ ∀ t, 0 < (coherence ψ t).re) ↔
    ∀ t, |deriv n t| < 2 * T * √(n t * (1 - n t)) := by
  refine ⟨?_, density_representable hn hn'⟩
  rintro ⟨v, ψ, h, hN, rfl, hp⟩ t
  rw [(continuity h t).deriv, abs_neg, abs_mul, abs_of_pos (by positivity : 0 < 2 * T)]
  refine mul_lt_mul_of_pos_left ((Real.lt_sqrt (abs_nonneg _)).2 ?_) (by positivity)
  rw [sq_abs]
  linarith [coherence_sq hN t, pow_pos (hp t) 2]
```

## One density, one potential difference

Suppose two normalized solutions share a density history and T ≠ 0. Continuity gives them equal Im ρ at all times. At a time when both bond orders are positive, normalization gives equal Re ρ:

Re ρ = √(n(1 − n) − (Im ρ)²).

The derivatives of Im ρ also agree, so the balance equation leaves

(v₀ − v₁) Re ρ = (w₀ − w₁) Re ρ,

where w denotes the second solution's potentials. Dividing by Re ρ gives the claim. In the proof, `HasDerivAt.unique` equates the two expressions for each derivative.

The sign condition matters: replacing k by −k in the construction gives the same density with the opposite potential difference, starting from a different state. This last remark is a pencil calculation, with no theorem behind it here.

```lean
/-- For `T ≠ 0`, two normalized solutions with the same first-site density at all times have the
same potential difference at every time at which both bond orders are positive. -/
theorem potential_difference_unique {T : ℝ} (hT : T ≠ 0) {v w : ℝ → Fin 2 → ℝ}
    {ψ φ : ℝ → Fin 2 → ℂ} (hψ : Solves T v ψ) (hφ : Solves T w φ)
    (hNψ : Normalized ψ) (hNφ : Normalized φ) (hd : density ψ 0 = density φ 0) {t : ℝ}
    (hp : 0 < (coherence ψ t).re) (hq : 0 < (coherence φ t).re) :
    v t 0 - v t 1 = w t 0 - w t 1 := by
  -- equal densities give equal currents
  have him : ∀ s, (coherence ψ s).im = (coherence φ s).im := by
    intro s
    have h1 := continuity hψ s
    rw [hd] at h1
    exact mul_left_cancel₀ (mul_ne_zero two_ne_zero hT)
      (neg_injective (h1.unique (continuity hφ s)))
  have h0 : density ψ 0 t = density φ 0 t := congrFun hd t
  have h1 : density ψ 1 t = density φ 1 t := by linarith [hNψ t, hNφ t]
  -- normalization and the sign then fix the bond order
  have hre : (coherence ψ t).re = (coherence φ t).re := by
    have e1 := coherence_sq hNψ t
    rw [h0, him t] at e1
    exact (sq_eq_sq₀ hp.le hq.le).1 (by linarith [coherence_sq hNφ t])
  have h3 := current_balance hψ t
  rw [funext him] at h3
  have h4 := h3.unique (current_balance hφ t)
  rw [hre, h0, h1] at h4
  exact mul_right_cancel₀ hq.ne' (add_right_cancel h4)

end

end TwoSiteDensity
```

```lean
#print axioms TwoSiteDensity.speed_limit
#print axioms TwoSiteDensity.density_representable
#print axioms TwoSiteDensity.representable_iff
#print axioms TwoSiteDensity.potential_difference_unique
```

```
'TwoSiteDensity.speed_limit' depends on axioms: [propext, Classical.choice, Quot.sound]
'TwoSiteDensity.density_representable' depends on axioms: [propext, Classical.choice, Quot.sound]
'TwoSiteDensity.representable_iff' depends on axioms: [propext, Classical.choice, Quot.sound]
'TwoSiteDensity.potential_difference_unique' depends on axioms: [propext, Classical.choice, Quot.sound]
```
